# For M ≥ 1 equally spaced spin points on the full circle, the equal-weight quadrature for the action of every 2×2 spin kernel on exp(±it) is exact if and only if M ≥ 3

Q: Take a continuous spin variable t, with spin up as exp(it) and spin down as exp(−it). I apply the spin operator diag(1, −1) to spin up by averaging over the two points 0 and π. What goes wrong?

A: You get exp(is) − exp(−is) instead of exp(is). The spin-down part is spurious. This bears on spin–orbit effective core potentials in quantum Monte Carlo when the spin integral is done by such a rule, in a model that keeps one electron's spin and freezes everything spatial into a 2×2 matrix A.

In Lean 4 with Mathlib:

```lean
import Mathlib

open Complex ComplexConjugate Finset

namespace SpinQuadrature

noncomputable section
```

Q: Which objects represent the spin functions and the operator?

A: Index 0 is spin up and index 1 is spin down:

u_0(t) = exp(it), u_1(t) = exp(−it).

```lean
/-- The two spin functions of a continuous spin variable `t`:
`exp(it)` for index `0` and `exp(-it)` for index `1`. -/
def spinFn (a : Fin 2) (t : ℝ) : ℂ :=
  ![exp (t * I), exp (-t * I)] a
```

The operator enters through its kernel

K(s,t) = Σ_a Σ_c A_ac u_a(s) conj(u_c(t)).

A is any complex matrix, Hermitian or not.

```lean
/-- The spin kernel `K(s,t) = ∑ A_ac u_a(s) conj(u_c(t))` of a complex 2×2 matrix `A`. -/
def kernel (A : Matrix (Fin 2) (Fin 2) ℂ) (s t : ℝ) : ℂ :=
  ∑ a, ∑ c, A a c * spinFn a s * conj (spinFn c t)
```

Q: And "exact" means what? I see no average.

A: The average has been multiplied through by the number of points M. `IsExact M t` says that, for every A, s and b,

Σ_j K(s,t_j) u_b(t_j) = M Σ_a A_ab u_a(s), with j = 0, …, M−1.

The weights are equal. The right side is M times the matrix action, and that action is also what the continuous average over the full circle gives, because u_0 and u_1 are orthonormal under that average. The definition asks for equality for every A. The error formula below shows that an inexact rule in fact fails for every nonzero A, at some s and b.

```lean
/-- The equal-weight rule with nodes `t 0, …, t (M-1)` is exact if, for every spin matrix `A`,
the sum of `K(s,t) u_b(t)` over the nodes is `M` times `∑ A_ab u_a(s)`, for all `s` and `b`. -/
def IsExact (M : ℕ) (t : ℕ → ℝ) : Prop :=
  ∀ (A : Matrix (Fin 2) (Fin 2) ℂ) (s : ℝ) (b : Fin 2),
    ∑ j ∈ range M, kernel A s (t j) * spinFn b (t j) = M * ∑ a, A a b * spinFn a s
```

Q: Where does the error come from?

A: From two identities: conj(u_0) = u_1, and u_0 u_1 = 1.

```lean
/-- Complex conjugation exchanges the two spin functions, and their product is one. -/
theorem spinFn_conj (t : ℝ) :
    conj (spinFn 0 t) = spinFn 1 t ∧ conj (spinFn 1 t) = spinFn 0 t ∧
      spinFn 0 t * spinFn 1 t = 1 := by
  refine ⟨?_, ?_, ?_⟩
  · change conj (exp (t * I)) = exp (-t * I)
    rw [← Complex.exp_conj]
    congr 1
    simp
  · change conj (exp (-t * I)) = exp (t * I)
    rw [← Complex.exp_conj]
    congr 1
    simp
  · change exp (t * I) * exp (-t * I) = 1
    rw [← Complex.exp_add, neg_mul, add_neg_cancel, Complex.exp_zero]
```

In K(s,t) u_0(t), the c = 0 term carries u_1 u_0 = 1, while the c = 1 term carries u_0² = exp(2it). Hence

K(s,t) u_0(t) = Σ_a A_a0 u_a(s) + exp(2it) Σ_a A_a1 u_a(s).

Summing over the nodes gives M times the correct action, plus the opposite column of A times the alias sum

S = Σ_j exp(2i t_j).

For b = 1 the columns swap and S becomes conj(S). In the code, `h0` and `h1` are these one-node identities, obtained by `linear_combination` from u_0 u_1 = 1; the final `simp only` steps sum them.

```lean
/-- For arbitrary nodes, the sum of `K(s,t) u_b(t)` over the `M` nodes is `M` times the exact action
of `A` on `u_b`, plus the action given by the opposite column of `A` multiplied by the alias sum
`∑ exp(2i t_j)` for `b = 0`, or by its complex conjugate for `b = 1`. -/
theorem quadrature_with_alias (M : ℕ) (t : ℕ → ℝ) (A : Matrix (Fin 2) (Fin 2) ℂ) (s : ℝ) :
    (∑ j ∈ range M, kernel A s (t j) * spinFn 0 (t j) =
      M * ∑ a, A a 0 * spinFn a s +
        (∑ a, A a 1 * spinFn a s) * ∑ j ∈ range M, exp (2 * (t j : ℂ) * I)) ∧
    (∑ j ∈ range M, kernel A s (t j) * spinFn 1 (t j) =
      M * ∑ a, A a 1 * spinFn a s +
        (∑ a, A a 0 * spinFn a s) * conj (∑ j ∈ range M, exp (2 * (t j : ℂ) * I))) := by
  have hsq : ∀ x : ℝ, exp (2 * (x : ℂ) * I) = spinFn 0 x ^ 2 := by
    intro x
    change exp (2 * (x : ℂ) * I) = exp (x * I) ^ 2
    rw [← Complex.exp_nat_mul]
    congr 1
    push_cast
    ring
  -- the action at a single node
  have h0 : ∀ x : ℝ, kernel A s x * spinFn 0 x =
      ∑ a, A a 0 * spinFn a s + (∑ a, A a 1 * spinFn a s) * spinFn 0 x ^ 2 := by
    intro x
    obtain ⟨c0, c1, hp⟩ := spinFn_conj x
    simp only [kernel, Fin.sum_univ_two, c0, c1]
    linear_combination (A 0 0 * spinFn 0 s + A 1 0 * spinFn 1 s) * hp
  have h1 : ∀ x : ℝ, kernel A s x * spinFn 1 x =
      ∑ a, A a 1 * spinFn a s + (∑ a, A a 0 * spinFn a s) * spinFn 1 x ^ 2 := by
    intro x
    obtain ⟨c0, c1, hp⟩ := spinFn_conj x
    simp only [kernel, Fin.sum_univ_two, c0, c1]
    linear_combination (A 0 1 * spinFn 0 s + A 1 1 * spinFn 1 s) * hp
  constructor
  · simp only [h0, hsq, sum_add_distrib, ← mul_sum, sum_const, card_range, nsmul_eq_mul]
  · simp only [h1, hsq, map_sum, map_pow, (spinFn_conj _).1, sum_add_distrib, ← mul_sum,
      sum_const, card_range, nsmul_eq_mul]
```

Q: So S = 0 is sufficient. Is it necessary?

A: Yes, and a single test matrix shows it. Take A_01 = 1 with all other entries zero, and s = 0, b = 0. The correct action is 0 and the sum over the nodes is S, so exactness forces S = 0. The proof uses this same matrix, `!![0, 1; 0, 0]`.

```lean
/-- An equal-weight spin quadrature is exact if and only if its alias sum
`∑ exp(2i t_j)` vanishes. -/
theorem isExact_iff (M : ℕ) (t : ℕ → ℝ) :
    IsExact M t ↔ ∑ j ∈ range M, exp (2 * (t j : ℂ) * I) = 0 := by
  constructor
  · intro h
    -- a pure spin-flip matrix isolates the alias sum
    have h1 := h !![0, 1; 0, 0] 0 0
    rw [(quadrature_with_alias _ _ _ _).1] at h1
    simpa [Fin.sum_univ_two, spinFn] using h1
  · intro h A s b
    revert b
    rw [Fin.forall_fin_two]
    constructor
    · rw [(quadrature_with_alias _ _ _ _).1, h, mul_zero, add_zero]
    · rw [(quadrature_with_alias _ _ _ _).2, h, map_zero, mul_zero, add_zero]
```

Q: Now put the points on a grid.

A: Let t_j = θ + kπj/M, with offset θ and a natural number k that sets the spacing. Then

S = exp(2iθ) Σ_j ζ^j, ζ = exp(2πik/M).

First, ζ = 1 exactly when k/M is an integer, that is, when M divides k.

```lean
/-- For `M > 0`, the phase `exp(2πi k/M)` equals one if and only if `M` divides `k`. -/
theorem phase_eq_one_iff (M k : ℕ) (hM : 0 < M) :
    exp (2 * (k * Real.pi / M) * I) = 1 ↔ M ∣ k := by
  have hM' : (M : ℂ) ≠ 0 := Nat.cast_ne_zero.mpr hM.ne'
  rw [Complex.exp_eq_one_iff]
  constructor
  · rintro ⟨n, hn⟩
    have h : (k : ℂ) = n * M := by
      apply mul_right_cancel₀ Complex.two_pi_I_ne_zero
      calc (k : ℂ) * (2 * Real.pi * I) = (2 * (k * Real.pi / M) * I) * M := by field_simp
        _ = n * M * (2 * Real.pi * I) := by rw [hn]; ring
    have hz : (k : ℤ) = n * M := by exact_mod_cast h
    exact Int.natCast_dvd_natCast.mp ⟨n, by linear_combination hz⟩
  · rintro ⟨m, rfl⟩
    exact ⟨m, by push_cast; field_simp⟩
```

Next, ζ^M = exp(2πik) = 1, so

(1 − ζ) Σ_j ζ^j = 1 − ζ^M = 0.

If ζ ≠ 1, the sum vanishes. If ζ = 1, then S = M exp(2iθ), which is nonzero. In the proof, `hterm` factors the terms, `hpow` is ζ^M = 1, and `mul_neg_geom_sum` supplies the geometric identity.

```lean
/-- For `M > 0` spin points with spacing `kπ/M` and any offset `θ`, the quadrature is exact
if and only if `M` does not divide `k`. -/
theorem grid_exact_iff (M k : ℕ) (hM : 0 < M) (θ : ℝ) :
    IsExact M (fun j => θ + k * Real.pi * j / M) ↔ ¬ M ∣ k := by
  have hM' : (M : ℂ) ≠ 0 := Nat.cast_ne_zero.mpr hM.ne'
  have hterm : ∀ j : ℕ, exp (2 * ((θ + k * Real.pi * j / M : ℝ) : ℂ) * I) =
      exp (2 * θ * I) * exp (2 * (k * Real.pi / M) * I) ^ j := by
    intro j
    rw [← Complex.exp_nat_mul, ← Complex.exp_add]
    congr 1
    push_cast
    ring
  have hpow : exp (2 * (k * Real.pi / M) * I) ^ M = 1 := by
    rw [← Complex.exp_nat_mul, Complex.exp_eq_one_iff]
    exact ⟨k, by push_cast; field_simp⟩
  rw [isExact_iff, ← phase_eq_one_iff M k hM]
  simp only [hterm, ← mul_sum]
  generalize exp (2 * (k * Real.pi / M) * I) = ζ at hpow ⊢
  constructor
  · -- a unit phase makes all terms add up
    rintro h rfl
    rw [mul_eq_zero] at h
    rcases h with h | h
    · exact Complex.exp_ne_zero _ h
    · apply hM'
      simpa using h
  · -- otherwise the geometric sum cancels
    intro h
    have hg := mul_neg_geom_sum ζ M
    rw [hpow, sub_self] at hg
    rcases mul_eq_zero.mp hg with h' | h'
    · exact absurd (sub_eq_zero.mp h').symm h
    · rw [h', mul_zero]
```

The full circle is k = 2. Only M = 1 and M = 2 divide 2, so exactness means M ≥ 3, whatever the offset.

```lean
/-- For `M > 0` equally spaced spin points on the full circle, with any offset `θ`,
the quadrature is exact if and only if `M ≥ 3`. -/
theorem full_circle_exact_iff (M : ℕ) (hM : 0 < M) (θ : ℝ) :
    IsExact M (fun j => θ + 2 * Real.pi * j / M) ↔ 3 ≤ M := by
  have h := grid_exact_iff M 2 hM θ
  simp only [Nat.cast_ofNat] at h
  rw [h]
  constructor
  · intro hd
    by_contra hlt
    have h12 : M = 1 ∨ M = 2 := by omega
    rcases h12 with h1 | h2
    · exact hd (h1 ▸ one_dvd 2)
    · exact hd h2.dvd
  · intro h3 hd
    have := Nat.le_of_dvd (by norm_num) hd
    omega
```

Q: Why insist on `0 < M`?

A: With M = 0 both sides of the exactness condition are 0, so the empty rule counts as exact although 3 ≤ 0 is false. The equivalence fails there.

Q: Are two points always too few, then?

A: No, the spacing matters. For k = 1 the points are π/M apart, and only M = 1 divides 1. Two points separated by π/2 are therefore exact.

```lean
/-- For `M > 0` spin points with spacing `π/M`, which cover half the circle, with any
offset `θ`, the quadrature is exact if and only if `M ≥ 2`. -/
theorem half_circle_exact_iff (M : ℕ) (hM : 0 < M) (θ : ℝ) :
    IsExact M (fun j => θ + Real.pi * j / M) ↔ 2 ≤ M := by
  have h := grid_exact_iff M 1 hM θ
  simp only [Nat.cast_one, one_mul] at h
  rw [h, Nat.dvd_one]
  omega
```

Q: Show me numbers.

A: Use the matrix with A_01 = 1 again, at s = 0 and b = 0, where the answer should be 0.

Points 0, π: (1 + 1)/2 = 1.

Points 0, π/2: (1 − 1)/2 = 0.

Points 0, 2π/3, 4π/3: (1 + exp(4πi/3) + exp(8πi/3))/3 = (1 − 1/2 − 1/2)/3 = 0, as the imaginary parts cancel.

For general A, the points 0 and π add the two columns of A, whichever b you chose. Both spin functions equal 1 at 0 and −1 at π, so the rule cannot tell them apart. Substituting those values is the whole proof, and for diag(1, −1) it gives the spurious result we began with.

```lean
/-- For the two spin points `0` and `π`, the sum of `K(s,t) u_b(t)` over the points is
`2 ∑ (A_a0 + A_a1) u_a(s)`, whichever spin function `u_b` is used: the two columns of `A` are added.
-/
theorem two_point_alias (A : Matrix (Fin 2) (Fin 2) ℂ) (s : ℝ) (b : Fin 2) :
    kernel A s 0 * spinFn b 0 + kernel A s Real.pi * spinFn b Real.pi =
      2 * ∑ a, (A a 0 + A a 1) * spinFn a s := by
  have h0 : ∀ a, spinFn a 0 = 1 := by
    rw [Fin.forall_fin_two]
    constructor <;> simp [spinFn]
  have hpi : ∀ a, spinFn a Real.pi = -1 := by
    rw [Fin.forall_fin_two]
    constructor <;> simp [spinFn, Complex.exp_neg]
  simp only [kernel, Fin.sum_univ_two, h0, hpi, map_one, map_neg]
  ring

end

end SpinQuadrature
```

```lean
#print axioms SpinQuadrature.full_circle_exact_iff
#print axioms SpinQuadrature.half_circle_exact_iff
#print axioms SpinQuadrature.two_point_alias
```

```
'SpinQuadrature.full_circle_exact_iff' depends on axioms: [propext, Classical.choice, Quot.sound]
'SpinQuadrature.half_circle_exact_iff' depends on axioms: [propext, Classical.choice, Quot.sound]
'SpinQuadrature.two_point_alias' depends on axioms: [propext, Classical.choice, Quot.sound]
```
